# The s-wave function Q₀(z) diverges to +∞ as z tends to 1 from above

For real z > 1, the s-wave function here is Q₀(z) = ½ ln((z+1)/(z−1)), the Legendre function of the second kind of degree zero. The theorem says that Q₀(z) grows without bound as z approaches 1 through values greater than 1; no potential or wave function enters the statement. The attempt compares Q₀(z) with the smaller function ½ ln(1/(z−1)), which already diverges. For this it first shows, in `h1`, that z − 1 tends to 0 through positive values.

This version doesn't compile in Lean 4 with Mathlib:

```lean
import Mathlib

open Polynomial Filter Topology

namespace LandeSubtraction

noncomputable section

/-- The s-wave logarithm `Q₀(z) = ln((z+1)/(z-1))/2`. -/
def Q0 (z : ℝ) : ℝ := Real.log ((z + 1) / (z - 1)) / 2

/-- The s-wave function `Q₀(z)` diverges to `+∞` as `z` tends to `1` from above. -/
theorem tendsto_Q0 : Tendsto Q0 (𝓝[>] 1) atTop := by
  have h1 : Tendsto (fun z : ℝ => z - 1) (𝓝[>] 1) (𝓝[>] 0) := by
    refine tendsto_nhdsWithin_iff.2 ⟨?_, ?_⟩
    · have h : Continuous (fun z : ℝ => z - 1) := by fun_prop
      exact (h.tendsto' 1 0 (by norm_num)).mono_left nhdsWithin_le_nhds
    · filter_upwards [self_mem_nhdsWithin] with z hz
      exact sub_pos.2 hz
  have h2 := (Real.tendsto_log_atTop.comp (tendsto_inv_nhdsGT_zero.comp h1)).atTop_div_const
    (two_pos : (0 : ℝ) < 2)
  refine tendsto_atTop_mono' _ ?_ h2
  filter_upwards [self_mem_nhdsWithin] with z hz
  have hp : 0 < z - 1 := sub_pos.2 hz
  have h3 : Real.log (z - 1)⁻¹ ≤ Real.log ((z + 1) / (z - 1)) :=
    Real.log_le_log (inv_pos.2 hp)
      ((le_div_iff₀ hp).2 (by rw [inv_mul_cancel₀ hp.ne']; linarith))
  show Real.log (z - 1)⁻¹ / 2 ≤ Real.log ((z + 1) / (z - 1)) / 2
  linarith

end

end LandeSubtraction
```

The compiler's answer:

```
Main.lean:19:22: error: Application type mismatch: The argument
  hz
has type
  z ∈ Set.Ioi 1
but is expected to have type
  ?m.131 < ?m.130
in the application
  sub_pos.mpr hz
```

The error is in the last step of `h1`, where z − 1 has to be shown positive. `sub_pos.2` turns a proof of `b < a` into one of `0 < a - b`, but here both the hypothesis and the goal are written as set membership: `hz` is `z ∈ Set.Ioi 1`, and the goal is that z − 1 lies in `Set.Ioi 0`. These mean `1 < z` and `0 < z - 1` by definition, yet the goal in that form did not tell Lean what `a` and `b` were. The message shows both still unknown, as `?m.131 < ?m.130`, and Lean could not match `hz` to so open an inequality.

The same term `sub_pos.2 hz` passes later in the proof, at `hp`, where the stated type `0 < z - 1` fixes both unknowns.

The repair writes out both inequalities: `hz'` restates the hypothesis as `1 < z`, and `show` restates the goal as `0 < z - 1`. `linarith` then gets the second from the first, in place of `sub_pos`.

The mended proof, as a diff:

```diff
@@ -17,5 +17,7 @@
       exact (h.tendsto' 1 0 (by norm_num)).mono_left nhdsWithin_le_nhds
     · filter_upwards [self_mem_nhdsWithin] with z hz
-      exact sub_pos.2 hz
+      have hz' : (1 : ℝ) < z := hz
+      show (0 : ℝ) < z - 1
+      linarith
   have h2 := (Real.tendsto_log_atTop.comp (tendsto_inv_nhdsGT_zero.comp h1)).atTop_div_const
     (two_pos : (0 : ℝ) < 2)
```
